# The lattice Chern number of continuously varying states is constant while neighbour overlaps stay nonzero and plaquette products stay off the negative real axis

A band of a two-dimensional crystal is sampled on a finite periodic momentum grid, and its Chern number is computed from overlaps of the eigenvectors of a momentum-periodic Bloch Hamiltonian matrix at neighbouring momenta while a parameter s of the Hamiltonian is varied from 0 to 1. If these vectors vary continuously with s, which conditions on the overlaps guarantee that the computed integer is the same at both ends?

In Lean 4 with Mathlib:

```lean
import Mathlib

open Finset
open scoped ComplexConjugate

namespace LatticeChernStability

noncomputable section

variable {L M : ℕ} {E : Type*} [NormedAddCommGroup E] [InnerProductSpace ℂ E]

/-- The overlap of the state at momentum `k` with the state at `k + d`. -/
def link (u : ZMod L × ZMod M → E) (d k : ZMod L × ZMod M) : ℂ :=
  inner ℂ (u k) (u (k + d))

/-- The product of the four overlaps around the plaquette with lower left corner `k`. -/
def plaquette (u : ZMod L × ZMod M → E) (k : ZMod L × ZMod M) : ℂ :=
  link u (1, 0) k * link u (0, 1) (k + (1, 0)) *
    conj (link u (1, 0) (k + (0, 1))) * conj (link u (0, 1) k)

/-- All overlaps between neighbouring momenta are nonzero. -/
def NonzeroLinks (u : ZMod L × ZMod M → E) : Prop :=
  ∀ k, link u (1, 0) k ≠ 0 ∧ link u (0, 1) k ≠ 0

/-- No plaquette product is a negative real number. -/
def AvoidsCut (u : ZMod L × ZMod M → E) : Prop :=
  ∀ k, ¬ ((plaquette u k).re < 0 ∧ (plaquette u k).im = 0)

/-- The lattice Chern number: the sum of all plaquette phases divided by `2π`. -/
def chern [NeZero L] [NeZero M] (u : ZMod L × ZMod M → E) : ℝ :=
  (∑ k, (plaquette u k).arg) / (2 * Real.pi)

/-- If neighbour overlaps are nonzero, so is every plaquette product. -/
theorem plaquette_ne_zero {u : ZMod L × ZMod M → E} (h : NonzeroLinks u)
    (k : ZMod L × ZMod M) : plaquette u k ≠ 0 := by
  have hc : ∀ z : ℂ, z ≠ 0 → conj z ≠ 0 := fun z hz => (map_ne_zero _).mpr hz
  exact mul_ne_zero (mul_ne_zero (mul_ne_zero (h k).1 (h _).2) (hc _ (h _).1)) (hc _ (h k).2)

/-- The product of all plaquettes of the periodic grid is the squared modulus of the
product of all links. -/
theorem prod_plaquette [NeZero L] [NeZero M] (u : ZMod L × ZMod M → E) :
    ∏ k, plaquette u k = ((Complex.normSq (∏ k, link u (1, 0) k) *
      Complex.normSq (∏ k, link u (0, 1) k) : ℝ) : ℂ) := by
  -- translating the grid only reorders the factors
  have s1 : ∏ k, link u (0, 1) (k + (1, 0)) = ∏ k, link u (0, 1) k :=
    Equiv.prod_comp (Equiv.addRight ((1, 0) : ZMod L × ZMod M)) (link u (0, 1))
  have s2 : ∏ k, conj (link u (1, 0) (k + (0, 1))) = ∏ k, conj (link u (1, 0) k) :=
    Equiv.prod_comp (Equiv.addRight ((0, 1) : ZMod L × ZMod M))
      (fun k => conj (link u (1, 0) k))
  have c : ∀ f : ZMod L × ZMod M → ℂ, ∏ k, conj (f k) = conj (∏ k, f k) :=
    fun f => (map_prod (starRingEnd ℂ) f univ).symm
  simp only [plaquette, Finset.prod_mul_distrib]
  rw [s1, s2, c (link u (1, 0)), c (link u (0, 1)), Complex.ofReal_mul,
    ← Complex.mul_conj, ← Complex.mul_conj]
  ring

/-- With nonzero neighbour overlaps the lattice Chern number is an integer. -/
theorem chern_integer [NeZero L] [NeZero M] {u : ZMod L × ZMod M → E}
    (h : NonzeroLinks u) : ∃ n : ℤ, chern u = n := by
  have hpolar : ∏ k, plaquette u k = ((∏ k, ‖plaquette u k‖ : ℝ) : ℂ) *
      Complex.exp (((∑ k, (plaquette u k).arg : ℝ) : ℂ) * Complex.I) := by
    rw [Complex.ofReal_prod, Complex.ofReal_sum, Finset.sum_mul, Complex.exp_sum,
      ← Finset.prod_mul_distrib]
    exact Finset.prod_congr rfl fun k _ => (Complex.norm_mul_exp_arg_mul_I _).symm
  have hnorm : ∏ k, ‖plaquette u k‖ = Complex.normSq (∏ k, link u (1, 0) k) *
      Complex.normSq (∏ k, link u (0, 1) k) := by
    rw [← norm_prod, prod_plaquette, Complex.norm_real, Real.norm_of_nonneg
      (mul_nonneg (Complex.normSq_nonneg _) (Complex.normSq_nonneg _))]
  have hne : ((∏ k, ‖plaquette u k‖ : ℝ) : ℂ) ≠ 0 :=
    Complex.ofReal_ne_zero.mpr (Finset.prod_ne_zero_iff.mpr
      fun k _ => norm_ne_zero_iff.mpr (plaquette_ne_zero h k))
  -- the total phase factor is one
  have hexp : Complex.exp (((∑ k, (plaquette u k).arg : ℝ) : ℂ) * Complex.I) = 1 := by
    apply mul_left_cancel₀ hne
    rw [← hpolar, mul_one, hnorm, prod_plaquette]
  obtain ⟨n, hn⟩ := Complex.exp_eq_one_iff.mp hexp
  have hsum : ∑ k, (plaquette u k).arg = n * (2 * Real.pi) := by
    apply Complex.ofReal_injective
    apply mul_right_cancel₀ Complex.I_ne_zero
    rw [hn]
    push_cast
    ring
  exact ⟨n, by rw [chern, hsum]; exact mul_div_cancel_right₀ _ (by positivity)⟩

/-- If the states depend continuously on parameters, so does the lattice Chern number, as long as
neighbour overlaps are nonzero and no plaquette product is a negative real number. -/
theorem chern_continuousOn [NeZero L] [NeZero M] {X : Type*} [TopologicalSpace X]
    {S : Set X} {u : X → ZMod L × ZMod M → E} (hu : ∀ k, ContinuousOn (fun s => u s k) S)
    (hl : ∀ s ∈ S, NonzeroLinks (u s)) (hp : ∀ s ∈ S, AvoidsCut (u s)) :
    ContinuousOn (fun s => chern (u s)) S := by
  have hlink : ∀ d k, ContinuousOn (fun s => link (u s) d k) S := fun d k =>
    continuous_inner.comp_continuousOn ((hu k).prodMk (hu (k + d)))
  have hW : ∀ k, ContinuousOn (fun s => plaquette (u s) k) S := fun k =>
    (((hlink _ _).mul (hlink _ _)).mul
      (Complex.continuous_conj.comp_continuousOn (hlink _ _))).mul
      (Complex.continuous_conj.comp_continuousOn (hlink _ _))
  refine ContinuousOn.div_const (continuousOn_finsetSum _ fun k _ => ?_) _
  intro s hs
  -- the plaquette product lies where arg is continuous
  have hslit : plaquette (u s) k ∈ Complex.slitPlane := by
    rw [Complex.mem_slitPlane_iff]
    by_contra hc
    obtain ⟨h1, h2⟩ := not_or.mp hc
    have him := not_not.mp h2
    refine hp s hs k ⟨lt_of_le_of_ne (not_lt.mp h1) fun hre => ?_, him⟩
    exact plaquette_ne_zero (hl s hs) k (Complex.ext hre him)
  exact ContinuousAt.comp_continuousWithinAt (f := fun s => plaquette (u s) k)
    (Complex.continuousAt_arg hslit) (hW k s hs)

/-- On a connected set of parameters where neighbour overlaps are nonzero and no plaquette product
is a negative real number, the lattice Chern number of continuously varying states is constant. -/
theorem chern_constant [NeZero L] [NeZero M] {X : Type*} [TopologicalSpace X]
    {S : Set X} (hS : IsPreconnected S) {u : X → ZMod L × ZMod M → E}
    (hu : ∀ k, ContinuousOn (fun s => u s k) S)
    (hl : ∀ s ∈ S, NonzeroLinks (u s)) (hp : ∀ s ∈ S, AvoidsCut (u s))
    {a b : X} (ha : a ∈ S) (hb : b ∈ S) : chern (u a) = chern (u b) := by
  -- a continuous integer-valued function cannot increase, since it would pass a half-integer
  have key : ∀ a ∈ S, ∀ b ∈ S, ¬ chern (u a) < chern (u b) := by
    intro a ha b hb hab
    obtain ⟨m, hm⟩ := chern_integer (hl a ha)
    obtain ⟨n, hn⟩ := chern_integer (hl b hb)
    have hmn : m + 1 ≤ n := by
      rw [hm, hn] at hab
      exact_mod_cast hab
    have hmn' : (m : ℝ) + 1 ≤ n := by exact_mod_cast hmn
    obtain ⟨c, hc, hval⟩ := hS.intermediate_value ha hb (chern_continuousOn hu hl hp)
      (show (m : ℝ) + 1 / 2 ∈ Set.Icc (chern (u a)) (chern (u b)) from
        ⟨by linarith, by linarith⟩)
    obtain ⟨p, hpc⟩ := chern_integer (hl c hc)
    have h2 : (2 * p : ℝ) = 2 * m + 1 := by
      have : chern (u c) = (m : ℝ) + 1 / 2 := hval
      linarith
    have h3 : 2 * p = 2 * m + 1 := by exact_mod_cast h2
    omega
  exact le_antisymm (not_lt.mp (key b hb a ha)) (not_lt.mp (key a ha b hb))

/-- Stability of the lattice Chern number: along a continuous path with nonzero neighbour
overlaps and no negative real plaquette product, both ends have the same integer value. -/
theorem chern_stable [NeZero L] [NeZero M] {u : ℝ → ZMod L × ZMod M → E}
    (hu : ∀ k, ContinuousOn (fun s => u s k) (Set.Icc 0 1))
    (hl : ∀ s ∈ Set.Icc (0 : ℝ) 1, NonzeroLinks (u s))
    (hp : ∀ s ∈ Set.Icc (0 : ℝ) 1, AvoidsCut (u s)) :
    ∃ C : ℤ, chern (u 0) = C ∧ chern (u 1) = C := by
  have h0 : (0 : ℝ) ∈ Set.Icc (0 : ℝ) 1 := by simp
  have h1 : (1 : ℝ) ∈ Set.Icc (0 : ℝ) 1 := by simp
  obtain ⟨C, hC⟩ := chern_integer (hl 0 h0)
  exact ⟨C, hC, (chern_constant isPreconnected_Icc hu hl hp h1 h0).trans hC⟩

/-- Two sets of states with nonzero neighbour overlaps, whose phases on each plaquette differ
by less than `2π` over the number of plaquettes, have the same lattice Chern number. -/
theorem chern_eq_of_flux_close [NeZero L] [NeZero M] {u v : ZMod L × ZMod M → E}
    (hu : NonzeroLinks u) (hv : NonzeroLinks v)
    (h : ∀ k, |(plaquette u k).arg - (plaquette v k).arg| < 2 * Real.pi / (L * M)) :
    chern u = chern v := by
  obtain ⟨m, hm⟩ := chern_integer hu
  obtain ⟨n, hn⟩ := chern_integer hv
  have hL : (L : ℝ) ≠ 0 := Nat.cast_ne_zero.mpr (NeZero.ne L)
  have hM : (M : ℝ) ≠ 0 := Nat.cast_ne_zero.mpr (NeZero.ne M)
  have hpi : 0 < 2 * Real.pi := by positivity
  have hsum : |∑ k, ((plaquette u k).arg - (plaquette v k).arg)| < 2 * Real.pi := by
    refine (Finset.abs_sum_le_sum_abs _ _).trans_lt ?_
    refine (Finset.sum_lt_sum_of_nonempty univ_nonempty fun k _ => h k).trans_eq ?_
    rw [Finset.sum_const, Finset.card_univ, Fintype.card_prod, ZMod.card, ZMod.card,
      nsmul_eq_mul, Nat.cast_mul]
    exact mul_div_cancel₀ _ (mul_ne_zero hL hM)
  have hd : |(m : ℝ) - n| < 1 := by
    rw [← hm, ← hn, chern, chern, ← sub_div, ← Finset.sum_sub_distrib, abs_div,
      abs_of_pos hpi, div_lt_one hpi]
    exact hsum
  have hz : |m - n| < 1 := by exact_mod_cast hd
  have : m = n := sub_eq_zero.mp (Int.abs_lt_one_iff.mp hz)
  rw [hm, hn, this]

/-- Two-component states on the 2 × 2 grid, one of which carries a complex amplitude `z`. -/
def twist (z : ℂ) (k : ZMod 2 × ZMod 2) : EuclideanSpace ℂ (Fin 2) :=
  if k.2 = 0 then (if k.1 = 0 then !₂[1, 0] else !₂[1, 1])
  else (if k.1 = 0 then z • !₂[1, 0] + !₂[0, 1] else !₂[0, 1])

/-- The overlaps of the states `twist z` in the two grid directions. -/
theorem twist_link (z : ℂ) (k : ZMod 2 × ZMod 2) :
    link (twist z) (1, 0) k = 1 ∧ link (twist z) (0, 1) k =
      if k.1 = 0 then (if k.2 = 0 then z else conj z) else 1 := by
  have h2 : ∀ x : ZMod 2, x = 0 ∨ x = 1 := by decide
  have h11 : (1 : ZMod 2) + 1 = 0 := by decide
  obtain ⟨x, y⟩ := k
  rcases h2 x with rfl | rfl <;> rcases h2 y with rfl | rfl <;>
    simp [link, twist, PiLp.inner_apply, EuclideanSpace.norm_eq, Fin.sum_univ_two, h11]

/-- For real `z` every plaquette product of `twist z` equals `z`. -/
theorem twist_plaquette {z : ℂ} (hz : conj z = z) (k : ZMod 2 × ZMod 2) :
    plaquette (twist z) k = z := by
  have h2 : ∀ x : ZMod 2, x = 0 ∨ x = 1 := by decide
  have h11 : (1 : ZMod 2) + 1 = 0 := by decide
  obtain ⟨x, y⟩ := k
  rw [plaquette, (twist_link z _).1, (twist_link z _).1, (twist_link z _).2,
    (twist_link z _).2]
  rcases h2 x with rfl | rfl <;> rcases h2 y with rfl | rfl <;> simp [hz, h11]

/-- The continuous family `twist (exp (iπs))` has nonzero neighbour overlaps for all `s`, but Chern
number 0 at `s = 0` and 2 at `s = 1`. -/
theorem plaquette_condition_needed :
    (∀ k, Continuous fun s : ℝ => twist (Complex.exp (Real.pi * s * Complex.I)) k) ∧
    (∀ s : ℝ, NonzeroLinks (twist (Complex.exp (Real.pi * s * Complex.I)))) ∧
    chern (twist (Complex.exp (Real.pi * (0 : ℝ) * Complex.I))) = 0 ∧
    chern (twist (Complex.exp (Real.pi * (1 : ℝ) * Complex.I))) = 2 := by
  refine ⟨fun k => ?_, fun s k => ⟨?_, ?_⟩, ?_, ?_⟩
  · unfold twist
    split_ifs <;> fun_prop
  · rw [(twist_link _ k).1]
    exact one_ne_zero
  · rw [(twist_link _ k).2]
    split_ifs
    · exact Complex.exp_ne_zero _
    · exact (map_ne_zero _).mpr (Complex.exp_ne_zero _)
    · exact one_ne_zero
  · have h : Complex.exp (Real.pi * (0 : ℝ) * Complex.I) = 1 := by simp
    rw [h, chern, Finset.sum_congr rfl fun k _ => by rw [twist_plaquette (map_one _) k]]
    simp
  · -- all four plaquettes carry the phase π
    have h : Complex.exp (Real.pi * (1 : ℝ) * Complex.I) = -1 := by
      rw [Complex.ofReal_one, mul_one, Complex.exp_pi_mul_I]
    have hc : conj (-1 : ℂ) = -1 := by simp
    rw [h, chern, Finset.sum_congr rfl fun k _ => by rw [twist_plaquette hc k],
      Finset.sum_const, Finset.card_univ, Fintype.card_prod, ZMod.card, Complex.arg_neg_one,
      nsmul_eq_mul, div_eq_iff (by positivity)]
    push_cast
    ring

end

end LatticeChernStability
```

```lean
#print axioms LatticeChernStability.chern_constant
-- 'LatticeChernStability.chern_constant' depends on axioms: [propext, Classical.choice, Quot.sound]
#print axioms LatticeChernStability.chern_stable
-- 'LatticeChernStability.chern_stable' depends on axioms: [propext, Classical.choice, Quot.sound]
#print axioms LatticeChernStability.chern_eq_of_flux_close
-- 'LatticeChernStability.chern_eq_of_flux_close' depends on axioms: [propext, Classical.choice, Quot.sound]
#print axioms LatticeChernStability.plaquette_condition_needed
-- 'LatticeChernStability.plaquette_condition_needed' depends on axioms: [propext, Classical.choice, Quot.sound]
```

## Fluxes through the plaquettes of a momentum grid

The grid is Z/L × Z/M with L, M ≥ 1, and each grid point k carries a vector u_k in a complex inner product space. The same vector is used on both sides of the zone boundary, as for the eigenvectors of a Bloch Hamiltonian matrix that is periodic in k. Cell-periodic functions of position instead obey u_{k+G} = exp(−iG·r) u_k for a reciprocal lattice vector G, and their overlaps across the boundary carry that factor, which the definitions here do not include. Write x = (1,0) and y = (0,1) for the two grid steps. The overlap along a step d and the product around a plaquette are

U_d(k) = ⟨u_k | u_{k+d}⟩

W(k) = U_x(k) · U_y(k+x) · U_x(k+y)* · U_y(k)*

These are `link` and `plaquette`. The product runs around the cell in the order k, k+x, k+x+y, k+y and back to k. The flux through the cell is φ(k) = arg W(k), taken in (−π, π], and `chern` is

C = (1/2π) Σ_k φ(k).

With the Berry connection written as i⟨u|∂u⟩, the usual Chern number has the opposite sign to this one.

`chern_stable` takes a family u_k(s) that is continuous in s on [0,1] at each grid point. It assumes `NonzeroLinks`, that no neighbour overlap vanishes, and `AvoidsCut`, that no W(k) is a negative real number, for every s in [0,1]. It concludes that a single integer equals `chern` at s = 0 and at s = 1. The vectors need not be normalised, so unit vectors are a special case.

There is no Hamiltonian in the statement. For a single band of a continuously varying Hamiltonian, a gap to the other bands at every grid point and for every s allows the eigenvectors to be chosen continuously in s, which is what the continuity hypothesis stands for. A zero overlap means that neighbouring states are orthogonal, so that the phase between them is undefined. A negative real W(k) means a flux of π, where the choice between π and −π is a convention. The theorem concerns the lattice quantity on a fixed grid; it does not identify it with the Chern number of the continuous band.

## Why the sum of fluxes is a multiple of 2π

Multiply all the plaquette products together. Shifting the grid by x or y only reorders the factors, so every overlap appears once as it stands and once conjugated:

∏_k W(k) = |∏_k U_x(k)|² · |∏_k U_y(k)|².

This is `prod_plaquette`; its two shifts are applications of `Equiv.prod_comp`. When the overlaps are nonzero, the right-hand side is positive. Writing each factor in polar form gives

∏_k W(k) = (∏_k |W(k)|) · exp(i Σ_k φ(k)).

The left-hand side is positive and equals its own modulus ∏_k |W(k)|. Cancelling that modulus leaves

exp(i Σ_k φ(k)) = 1,

so Σ_k φ(k) = 2πn for some integer n, and C = n. In `chern_integer` the polar form is `hpolar`, the cancellation is `hexp`, and `Complex.exp_eq_one_iff` supplies n.

## Why the integer cannot change along the path

Each overlap is continuous in s because the inner product is, and so is each W(k), being a product of overlaps and their conjugates. The function arg is continuous on the complex plane with zero and the negative real axis removed. Nonzero overlaps keep W(k) away from zero, and `AvoidsCut` keeps it off the negative axis. Hence every φ(k), and with them C, is continuous in s. This is `chern_continuousOn`, where `hslit` places W(k) in the region on which arg is continuous.

Suppose now that C(a) = m is less than C(b) = n for two parameter values a and b. Since both are integers, m + 1 ≤ n, so m + 1/2 lies between them. By the intermediate value theorem some c has C(c) = m + 1/2. But C(c) is also an integer p, which would give 2p = 2m + 1, an even number equal to an odd one. Exchanging a and b excludes the opposite inequality, so C(a) = C(b).

`chern_constant` carries out this argument on any preconnected set of parameters, which covers several parameters varied at once, and `chern_stable` applies it to the interval [0,1].

## Comparing two calculations without a path

Let u and v be two sets of states with nonzero overlaps and fluxes φ and φ′. If |φ(k) − φ′(k)| < 2π/(LM) on each of the LM plaquettes, then

|C_u − C_v| ≤ (1/2π) Σ_k |φ(k) − φ′(k)| < 1,

and two integers less than 1 apart are equal. This is `chern_eq_of_flux_close`. For a single band on a fixed finite grid, it gives a sufficient test that two electronic-structure calculations yield the same lattice Chern number. The fluxes are compared as numbers in (−π, π], so values just on either side of the cut count as almost 2π apart.

## A jump when the fluxes reach π

`plaquette_condition_needed` shows that continuity and nonzero overlaps alone are not enough. On the 2 × 2 grid, with z = exp(iπs), the states are

u_(0,0) = (1, 0), u_(1,0) = (1, 1), u_(0,1) = (z, 1), u_(1,1) = (0, 1).

The second and third have norm √2. After normalisation every neighbour overlap has modulus 1/√2, and every plaquette product is divided by 4.

At s = 0 all four normalised plaquette products are 1/4, and C = 0. At s = 1 they are all −1/4, each flux is π, and C = 4π/2π = 2. In between, two plaquettes carry the flux πs and two carry −πs, so the sum remains zero until s = 1. The jump therefore occurs exactly where the cut is reached, and the value 2 there reflects the convention arg(−1) = π, not a new phase that persists beyond that point.
